# Six non-interacting electrons in a planar harmonic trap: the Thomas–Fermi kinetic energy of the exact density is correct, and a positive \(|\nabla n|^2/n\) term makes it too high

In their ground state, six non-interacting electrons held in a plane by a circular harmonic potential fill its two lowest shells. A simple kind of orbital-free calculation estimates their kinetic energy from the density \(n\) alone: it takes the value for a uniform gas at each point and may add a positive multiple of \(\int|\nabla n|^2/n\) for the inhomogeneity. Does that addition improve the total? For six non-interacting electrons in the ground state of this trap it does not: evaluated on their exact density, the uniform-gas estimate is already exact.

In Lean 4 with Mathlib:

```lean
import Mathlib

open MeasureTheory Real

namespace PlanarOscillatorGas

noncomputable section
```

## Orbitals and occupations

Atomic units are used, \(w>0\) is the trap frequency (usually written \(\omega\)), and \(r^2=x^2+y^2\). The lowest orbital is

\[ s=\sqrt{w/\pi}\;e^{-wr^2/2}. \]

```lean
/-- Lowest orbital of the planar oscillator of frequency `w > 0`, in atomic units. -/
def sOrb (w x y : ℝ) : ℝ := Real.sqrt (w / π) * Real.exp (-(w / 2) * (x ^ 2 + y ^ 2))
```

The next shell has two orbitals, \(p_x=\sqrt{2w}\,x\,s\) and \(p_y=\sqrt{2w}\,y\,s\).

```lean
/-- First excited oscillator orbital with its node on the line `x = 0`, for `w > 0`. -/
def pxOrb (w x y : ℝ) : ℝ := Real.sqrt (2 * w) * x * sOrb w x y

/-- First excited oscillator orbital with its node on the line `y = 0`, for `w > 0`. -/
def pyOrb (w x y : ℝ) : ℝ := Real.sqrt (2 * w) * y * sOrb w x y
```

Kinetic energies need \(|\nabla f|^2=(\partial_x f)^2+(\partial_y f)^2\), built here from actual partial derivatives.

```lean
/-- Squared length of the gradient of a differentiable function on the plane. -/
def gradSq (f : ℝ → ℝ → ℝ) (x y : ℝ) : ℝ :=
  deriv (fun t => f t y) x ^ 2 + deriv (fun t => f x t) y ^ 2
```

Two electrons occupy \(s\), and each p orbital holds \(b\), shared equally between the two spins; \(b\) is a real number that may be fractional. The closed shell is \(b=2\); larger values violate the Pauli principle, although the formulas still make sense there. The density is \(n=2s^2+b(p_x^2+p_y^2)\).

```lean
/-- Electron density with two electrons in the s orbital and `b` in each p orbital. -/
def density (w b x y : ℝ) : ℝ :=
  2 * sOrb w x y ^ 2 + b * (pxOrb w x y ^ 2 + pyOrb w x y ^ 2)
```

## Three energy integrals

The exact kinetic energy of these orbitals is

\[ T=\tfrac12\int\left[2|\nabla s|^2+b\left(|\nabla p_x|^2+|\nabla p_y|^2\right)\right]. \]

That these are the lowest eigenfunctions of the oscillator Hamiltonian is textbook knowledge which the definitions take over without proof.

```lean
/-- Kinetic energy of the occupied orbitals: half the integral of their squared gradients,
weighted by the occupations. -/
def kinetic (w b : ℝ) : ℝ :=
  ∫ p : ℝ × ℝ, 1 / 2 * (2 * gradSq (sOrb w) p.1 p.2
    + b * (gradSq (pxOrb w) p.1 p.2 + gradSq (pyOrb w) p.1 p.2))
```

A uniform, spin-unpolarised planar gas has kinetic energy \(\pi n^2/2\) per unit area. The Thomas–Fermi energy integrates this over the actual density.

```lean
/-- Thomas-Fermi kinetic energy of a planar density. -/
def thomasFermi (n : ℝ → ℝ → ℝ) : ℝ := ∫ p : ℝ × ℝ, π / 2 * n p.1 p.2 ^ 2
```

The gradient integral is \(G=\int|\nabla n|^2/n\), without a prefactor.

```lean
/-- The integral of `|∇n|² / n`, for a density that vanishes nowhere. -/
def gradientIntegral (n : ℝ → ℝ → ℝ) : ℝ := ∫ p : ℝ × ℝ, gradSq n p.1 p.2 / n p.1 p.2
```

## Gaussian moments in the plane

For \(a>0\) let \(M_k=\int x^k e^{-ax^2}\,dx\) over the line. Integrating the derivative of \(x^{k+1}e^{-ax^2}\) gives \(2aM_{k+2}=(k+1)M_k\). Together with the standard Gaussian integral \(M_0=\sqrt{\pi/a}\) this yields

\[ M_0^2=\frac{\pi}{a},\qquad M_2=\frac{M_0}{2a},\qquad M_4=\frac{3M_0}{4a^2}. \]

In the plane, therefore,

\[ \int r^2e^{-ar^2}=2M_2M_0=\frac{\pi}{a^2},\qquad \int r^4e^{-ar^2}=2M_4M_0+2M_2^2=\frac{2\pi}{a^3}. \]

In the proof, `step` is the recursion and `pair` the product of two line integrals; `add` and `smul` assemble the polynomial \(A+Br^2+Cr^4\), carrying integrability along with the value.

```lean
/-- A quadratic polynomial in `r²` times a Gaussian of exponent `a > 0` is integrable over
the plane, with the stated integral. -/
theorem plane_gaussian {a : ℝ} (ha : 0 < a) (A B C : ℝ) :
    Integrable (fun p : ℝ × ℝ => (A + B * (p.1 ^ 2 + p.2 ^ 2) + C * (p.1 ^ 2 + p.2 ^ 2) ^ 2)
      * Real.exp (-a * (p.1 ^ 2 + p.2 ^ 2))) ∧
    ∫ p : ℝ × ℝ, (A + B * (p.1 ^ 2 + p.2 ^ 2) + C * (p.1 ^ 2 + p.2 ^ 2) ^ 2)
      * Real.exp (-a * (p.1 ^ 2 + p.2 ^ 2)) = π * (A / a + B / a ^ 2 + 2 * C / a ^ 3) := by
  have hint : ∀ k : ℕ, Integrable (fun x : ℝ => x ^ k * Real.exp (-a * x ^ 2)) := fun k => by
    have hk : (0 : ℝ) ≤ k := Nat.cast_nonneg k
    simpa only [Real.rpow_natCast] using
      integrable_rpow_mul_exp_neg_mul_sq ha (s := (k : ℝ)) (by linarith)
  obtain ⟨M, hM⟩ : ∃ M : ℕ → ℝ, ∀ k, ∫ x : ℝ, x ^ k * Real.exp (-a * x ^ 2) = M k :=
    ⟨_, fun _ => rfl⟩
  -- integration by parts links the moments on the line
  have step : ∀ k : ℕ, 2 * a * M (k + 2) = (k + 1) * M k := by
    intro k
    have hd : ∀ x : ℝ, HasDerivAt (fun x : ℝ => x ^ (k + 1) * Real.exp (-a * x ^ 2))
        ((k + 1) * (x ^ k * Real.exp (-a * x ^ 2))
          - 2 * a * (x ^ (k + 2) * Real.exp (-a * x ^ 2))) x := by
      intro x
      have h := (hasDerivAt_pow (k + 1) x).fun_mul ((hasDerivAt_pow 2 x).const_mul (-a)).exp
      exact h.congr_deriv (by simp only [Nat.add_sub_cancel]; push_cast; ring)
    have h0 := integral_eq_zero_of_hasDerivAt_of_integrable hd
      (((hint k).const_mul _).sub ((hint (k + 2)).const_mul _)) (hint (k + 1))
    rw [integral_sub ((hint k).const_mul _) ((hint (k + 2)).const_mul _),
      integral_const_mul, integral_const_mul, hM, hM] at h0
    linarith
  have h0 : M 0 * M 0 = π / a := by
    have h := hM 0
    simp only [pow_zero, one_mul, integral_gaussian] at h
    rw [← h, Real.mul_self_sqrt (by positivity)]
  have h2 : 2 * a * M 2 = M 0 := by simpa using step 0
  have h4 : 2 * a * M 4 = 3 * M 2 := by
    have h := step 2
    norm_num at h
    linarith
  have m2 : M 2 = M 0 / (2 * a) := by
    rw [eq_div_iff (by positivity)]
    linear_combination h2
  have m4 : M 4 = 3 * M 0 / (4 * a ^ 2) := by
    rw [eq_div_iff (by positivity)]
    linear_combination 2 * a * h4 + 3 * h2
  -- products of line integrals, and their linear combinations
  have pair : ∀ i j : ℕ, Integrable (fun p : ℝ × ℝ =>
      (p.1 ^ i * Real.exp (-a * p.1 ^ 2)) * (p.2 ^ j * Real.exp (-a * p.2 ^ 2))) ∧
      ∫ p : ℝ × ℝ, (p.1 ^ i * Real.exp (-a * p.1 ^ 2)) * (p.2 ^ j * Real.exp (-a * p.2 ^ 2))
        = M i * M j := fun i j => ⟨(hint i).mul_prod (hint j), by
    rw [← hM i, ← hM j]
    exact integral_prod_mul (fun x : ℝ => x ^ i * Real.exp (-a * x ^ 2))
      (fun x : ℝ => x ^ j * Real.exp (-a * x ^ 2))⟩
  have add : ∀ {f g : ℝ × ℝ → ℝ} {u v : ℝ}, (Integrable f ∧ ∫ p, f p = u) →
      (Integrable g ∧ ∫ p, g p = v) →
      (Integrable (fun p => f p + g p) ∧ ∫ p, (f p + g p) = u + v) := fun hf hg =>
    ⟨hf.1.add hg.1, by rw [integral_add hf.1 hg.1, hf.2, hg.2]⟩
  have smul : ∀ (c : ℝ) {f : ℝ × ℝ → ℝ} {u : ℝ}, (Integrable f ∧ ∫ p, f p = u) →
      (Integrable (fun p => c * f p) ∧ ∫ p, c * f p = c * u) := fun c _ _ hf =>
    ⟨hf.1.const_mul c, by rw [integral_const_mul, hf.2]⟩
  have H := add (add (smul A (pair 0 0)) (smul B (add (pair 2 0) (pair 0 2))))
    (smul C (add (add (pair 4 0) (smul 2 (pair 2 2))) (pair 0 4)))
  have he : ∀ x y : ℝ, Real.exp (-a * (x ^ 2 + y ^ 2))
      = Real.exp (-a * x ^ 2) * Real.exp (-a * y ^ 2) := fun x y => by
    rw [← Real.exp_add, mul_add]
  refine ⟨H.1.congr (Filter.Eventually.of_forall fun p => ?_),
    (integral_congr_ae (Filter.Eventually.of_forall fun p => ?_)).trans (H.2.trans ?_)⟩
  · simp only [he]
    ring
  · simp only [he]
    ring
  · rw [m4, m2]
    linear_combination (A + B / a + 2 * C / a ^ 2) * h0
```

## The density in closed form

Squaring the lowest orbital gives \(s^2=(w/\pi)e^{-wr^2}\).

```lean
/-- The squared s orbital is a Gaussian with prefactor `w / π`, for `w > 0`. -/
theorem sOrb_sq {w : ℝ} (hw : 0 < w) (x y : ℝ) :
    sOrb w x y ^ 2 = w / π * Real.exp (-w * (x ^ 2 + y ^ 2)) := by
  rw [sOrb, mul_pow, Real.sq_sqrt (by positivity), ← Real.exp_nat_mul]
  congr 2
  push_cast
  ring
```

Its derivatives are \(\partial_x s=-wx\,s\) and \(\partial_y s=-wy\,s\).

```lean
/-- The partial derivatives of the s orbital are `-w x` and `-w y` times the orbital. -/
theorem sOrb_hasDerivAt (w x y : ℝ) :
    HasDerivAt (fun t => sOrb w t y) (-w * x * sOrb w x y) x ∧
    HasDerivAt (fun t => sOrb w x t) (-w * y * sOrb w x y) y := by
  constructor
  · have h := ((((hasDerivAt_pow 2 x).add_const (y ^ 2)).const_mul (-(w / 2))).exp).const_mul
      (Real.sqrt (w / π))
    exact h.congr_deriv (by rw [sOrb]; push_cast; ring)
  · have h := ((((hasDerivAt_pow 2 y).const_add (x ^ 2)).const_mul (-(w / 2))).exp).const_mul
      (Real.sqrt (w / π))
    exact h.congr_deriv (by rw [sOrb]; push_cast; ring)
```

Since \(p_x^2+p_y^2=2wr^2s^2\),

\[ n=\frac{2w}{\pi}\,(1+bwr^2)\,e^{-wr^2}. \]

```lean
/-- Closed form of the electron density, for `w > 0`. -/
theorem density_eq {w : ℝ} (hw : 0 < w) (b x y : ℝ) :
    density w b x y
      = 2 * w / π * (1 + b * w * (x ^ 2 + y ^ 2)) * Real.exp (-w * (x ^ 2 + y ^ 2)) := by
  have hq : Real.sqrt (2 * w) ^ 2 = 2 * w := Real.sq_sqrt (by positivity)
  simp only [density, pxOrb, pyOrb, mul_pow, hq, sOrb_sq hw]
  ring
```

The moments with \(a=w\) give \(\int n=2+2b\), which is six for \(b=2\).

```lean
/-- For `w > 0` the density integrates to `2 + 2b` electrons. -/
theorem electron_number {w : ℝ} (hw : 0 < w) (b : ℝ) :
    ∫ p : ℝ × ℝ, density w b p.1 p.2 = 2 + 2 * b := by
  have h := (plane_gaussian hw (2 * w / π) (2 * w / π * (b * w)) 0).2
  refine (integral_congr_ae (Filter.Eventually.of_forall fun p => ?_)).trans (h.trans ?_)
  · simp only [density_eq hw]
    ring
  · field_simp
    ring
```

## Exact and Thomas–Fermi energies

The product rule gives \(|\nabla s|^2=w^2r^2s^2\) and

\[ |\nabla p_x|^2=2w\left[(1-wx^2)^2+(wxy)^2\right]s^2, \]

with \(x\) and \(y\) exchanged for \(p_y\). The integrand of \(T\) becomes

\[ \left[2bw+(1-2b)w^2r^2+bw^3r^4\right]s^2, \]

and the moments give

\[ T=w\left[2b+(1-2b)+2b\right]=w(1+2b). \]

The facts `gs`, `gx` and `gy` are the three squared gradients.

```lean
/-- For `w > 0` the exact kinetic energy of the occupied orbitals is `w (1 + 2b)`. -/
theorem kinetic_eq {w : ℝ} (hw : 0 < w) (b : ℝ) : kinetic w b = w * (1 + 2 * b) := by
  have hq : Real.sqrt (2 * w) ^ 2 = 2 * w := Real.sq_sqrt (by positivity)
  have gs : ∀ x y, gradSq (sOrb w) x y = w ^ 2 * (x ^ 2 + y ^ 2) * sOrb w x y ^ 2 := by
    intro x y
    rw [gradSq, (sOrb_hasDerivAt w x y).1.deriv, (sOrb_hasDerivAt w x y).2.deriv]
    ring
  have gx : ∀ x y, gradSq (pxOrb w) x y
      = 2 * w * ((1 - w * x ^ 2) ^ 2 + (w * x * y) ^ 2) * sOrb w x y ^ 2 := by
    intro x y
    have h1 : HasDerivAt (fun t => pxOrb w t y) _ x :=
      ((hasDerivAt_id' x).const_mul (Real.sqrt (2 * w))).fun_mul (sOrb_hasDerivAt w x y).1
    have h2 : HasDerivAt (fun t => pxOrb w x t) _ y :=
      (sOrb_hasDerivAt w x y).2.const_mul (Real.sqrt (2 * w) * x)
    rw [gradSq, h1.deriv, h2.deriv]
    linear_combination (((1 - w * x ^ 2) ^ 2 + (w * x * y) ^ 2) * sOrb w x y ^ 2) * hq
  have gy : ∀ x y, gradSq (pyOrb w) x y
      = 2 * w * ((1 - w * y ^ 2) ^ 2 + (w * x * y) ^ 2) * sOrb w x y ^ 2 := by
    intro x y
    have h1 : HasDerivAt (fun t => pyOrb w t y) _ x :=
      (sOrb_hasDerivAt w x y).1.const_mul (Real.sqrt (2 * w) * y)
    have h2 : HasDerivAt (fun t => pyOrb w x t) _ y :=
      ((hasDerivAt_id' y).const_mul (Real.sqrt (2 * w))).fun_mul (sOrb_hasDerivAt w x y).2
    rw [gradSq, h1.deriv, h2.deriv]
    linear_combination (((1 - w * y ^ 2) ^ 2 + (w * x * y) ^ 2) * sOrb w x y ^ 2) * hq
  have h := (plane_gaussian hw (w / π * (2 * b * w)) (w / π * (w ^ 2 - 2 * b * w ^ 2))
    (w / π * (b * w ^ 3))).2
  refine (integral_congr_ae (Filter.Eventually.of_forall fun p => ?_)).trans (h.trans ?_)
  · simp only [gs, gx, gy, sOrb_sq hw]
    ring
  · field_simp
    ring
```

Squaring the density doubles the Gaussian exponent, so now \(a=2w\):

\[ T_{\rm TF}=\frac{2w^2}{\pi}\int(1+bwr^2)^2e^{-2wr^2}
=2w^2\left[\frac1{2w}+\frac{b}{2w}+\frac{b^2}{4w}\right]
=w\left(1+b+\frac{b^2}{2}\right). \]

```lean
/-- For `w > 0` the Thomas-Fermi energy of the density is `w (1 + b + b²/2)`. -/
theorem thomasFermi_eq {w : ℝ} (hw : 0 < w) (b : ℝ) :
    thomasFermi (density w b) = w * (1 + b + b ^ 2 / 2) := by
  have he : ∀ r : ℝ, Real.exp (-w * r) ^ 2 = Real.exp (-(2 * w) * r) := fun r => by
    rw [← Real.exp_nat_mul]
    congr 1
    push_cast
    ring
  have h := (plane_gaussian (a := 2 * w) (by positivity) (π / 2 * (2 * w / π) ^ 2)
    (π / 2 * (2 * w / π) ^ 2 * (2 * b * w)) (π / 2 * (2 * w / π) ^ 2 * (b * w) ^ 2)).2
  refine (integral_congr_ae (Filter.Eventually.of_forall fun p => ?_)).trans (h.trans ?_)
  · simp only [density_eq hw, mul_pow _ (Real.exp _), he]
    ring
  · field_simp
```

## The gradient integral is finite and positive

Differentiating \(n\) gives \(\partial_x n=\frac{4w^2}{\pi}\,x\,(b-1-bwr^2)\,e^{-wr^2}\), and likewise for \(y\). Hence

\[ \frac{|\nabla n|^2}{n}=\frac{8w^3}{\pi}\,r^2\,\frac{(b-1-bwr^2)^2}{1+bwr^2}\,e^{-wr^2}. \]

For \(b\ge0\) this is continuous and non-negative. Because \(|b-1-bwr^2|\le(b+1)(1+bwr^2)\), the fraction is at most \((b+1)^2(1+bwr^2)\), and a polynomial times a Gaussian bounds the whole expression. At \(r^2=1/w\) the squared bracket equals 1, so the integrand is nonzero there, and by continuity \(G>0\).

In the proof, `F` is this integrand, `key` the bound and `hne` the nonzero value.

```lean
/-- For `w > 0` and `b ≥ 0` the function `|∇n|² / n` is integrable over the plane and its
integral is strictly positive. -/
theorem gradientIntegral_pos {w b : ℝ} (hw : 0 < w) (hb : 0 ≤ b) :
    Integrable (fun p : ℝ × ℝ => gradSq (density w b) p.1 p.2 / density w b p.1 p.2) ∧
    0 < gradientIntegral (density w b) := by
  have hd : ∀ x y, HasDerivAt (fun t => density w b t y) (4 * w ^ 2 / π * x *
      (b - 1 - b * w * (x ^ 2 + y ^ 2)) * Real.exp (-w * (x ^ 2 + y ^ 2))) x := by
    intro x y
    simp only [density_eq hw]
    have h0 : HasDerivAt (fun t : ℝ => t ^ 2 + y ^ 2) (2 * x) x :=
      ((hasDerivAt_pow 2 x).add_const (y ^ 2)).congr_deriv (by norm_num)
    have h1 := (((h0.const_mul (b * w)).const_add 1).const_mul (2 * w / π)).fun_mul
      (h0.const_mul (-w)).exp
    exact h1.congr_deriv (by ring)
  have hsym : ∀ x y, density w b x y = density w b y x := fun x y => by
    rw [density_eq hw, density_eq hw, add_comm (x ^ 2)]
  have hd2 : ∀ x y, HasDerivAt (fun t => density w b x t) (4 * w ^ 2 / π * y *
      (b - 1 - b * w * (x ^ 2 + y ^ 2)) * Real.exp (-w * (x ^ 2 + y ^ 2))) y := fun x y =>
    ((hd y x).congr_of_eventuallyEq (Filter.Eventually.of_forall fun t => hsym x t)).congr_deriv
      (by rw [add_comm (y ^ 2)])
  obtain ⟨F, hF⟩ : ∃ F : ℝ × ℝ → ℝ, F = fun p => 8 * w ^ 3 / π * ((p.1 ^ 2 + p.2 ^ 2) *
      ((b - 1 - b * w * (p.1 ^ 2 + p.2 ^ 2)) ^ 2 / (1 + b * w * (p.1 ^ 2 + p.2 ^ 2)))) *
      Real.exp (-w * (p.1 ^ 2 + p.2 ^ 2)) := ⟨_, rfl⟩
  have hD : ∀ p : ℝ × ℝ, 1 + b * w * (p.1 ^ 2 + p.2 ^ 2) ≠ 0 := fun p => by positivity
  have e : (fun p : ℝ × ℝ => gradSq (density w b) p.1 p.2 / density w b p.1 p.2) = F := by
    funext p
    rw [hF, gradSq, (hd _ _).deriv, (hd2 _ _).deriv, density_eq hw]
    have hp := hD p
    have hE := (Real.exp_pos (-w * (p.1 ^ 2 + p.2 ^ 2))).ne'
    field_simp
    ring
  have hc : Continuous F := by
    rw [hF]
    exact (continuous_const.mul (Continuous.mul (by fun_prop)
      (Continuous.div (by fun_prop) (by fun_prop) hD))).mul (by fun_prop)
  have hn : 0 ≤ F := by
    intro p
    simp only [hF, Pi.zero_apply]
    positivity
  -- a polynomial times a Gaussian dominates the integrand
  have key : ∀ r : ℝ, 0 ≤ r →
      (b - 1 - b * w * r) ^ 2 / (1 + b * w * r) ≤ (b + 1) ^ 2 * (1 + b * w * r) := by
    intro r hr
    have hs : 0 ≤ b * w * r := by positivity
    have hbs := mul_nonneg hb hs
    rw [div_le_iff₀ (by positivity)]
    have h : (b - 1 - b * w * r) ^ 2 ≤ ((b + 1) * (1 + b * w * r)) ^ 2 :=
      sq_le_sq' (by nlinarith) (by nlinarith)
    linarith
  have hi : Integrable F := by
    refine (plane_gaussian hw 0 (8 * w ^ 3 / π * (b + 1) ^ 2)
      (8 * w ^ 3 / π * (b + 1) ^ 2 * (b * w))).1.mono' hc.aestronglyMeasurable
      (Filter.Eventually.of_forall fun p => ?_)
    rw [Real.norm_of_nonneg (hn p), hF]
    calc _ ≤ 8 * w ^ 3 / π * ((p.1 ^ 2 + p.2 ^ 2) *
          ((b + 1) ^ 2 * (1 + b * w * (p.1 ^ 2 + p.2 ^ 2)))) *
          Real.exp (-w * (p.1 ^ 2 + p.2 ^ 2)) := by
          have hk := key (p.1 ^ 2 + p.2 ^ 2) (by positivity)
          dsimp only
          gcongr
      _ = _ := by ring
  -- the integrand does not vanish at distance 1/√w from the centre
  have hne : F (1 / Real.sqrt w, 0) ≠ 0 := by
    have hr : (1 / Real.sqrt w) ^ 2 + (0 : ℝ) ^ 2 = 1 / w := by
      rw [div_pow, Real.sq_sqrt hw.le]
      norm_num
    have hbw : b * w * (1 / w) = b := by field_simp
    simp only [hF, hr, hbw]
    rw [show (b - 1 - b) ^ 2 = 1 by ring]
    positivity
  rw [gradientIntegral, e]
  exact ⟨hi, integral_pos_of_integrable_nonneg_nonzero hc hi hn hne⟩
```

## Six electrons

At \(b=2\) both energies equal \(5w\). For every \(c>0\),

\[ T_{\rm TF}+cG=5w+cG>5w=T. \]

The theorem takes any function `n` given by the explicit six-electron formula, identifies it with `density w 2`, and states both values and the strict inequality.

```lean
/-- For the six-electron oscillator density with `w > 0`, the Thomas-Fermi and exact kinetic
energies are both `5w`, and adding any positive multiple of the integral of `|∇n|² / n`
gives a value above the exact one. -/
theorem six_electrons {w : ℝ} (hw : 0 < w) (n : ℝ → ℝ → ℝ)
    (hn : ∀ x y, n x y
      = 2 * w / π * (1 + 2 * w * (x ^ 2 + y ^ 2)) * Real.exp (-w * (x ^ 2 + y ^ 2))) :
    thomasFermi n = 5 * w ∧ kinetic w 2 = 5 * w ∧
    ∀ c > 0, kinetic w 2 < thomasFermi n + c * gradientIntegral n := by
  have h : n = density w 2 := by
    funext x y
    rw [hn, density_eq hw]
  have hT : thomasFermi n = 5 * w := by
    rw [h, thomasFermi_eq hw]
    ring
  have hK : kinetic w 2 = 5 * w := by
    rw [kinetic_eq hw]
    ring
  refine ⟨hT, hK, fun c hc => ?_⟩
  have hW := mul_pos hc (gradientIntegral_pos hw (b := 2) (by norm_num)).2
  rw [hT, hK, h]
  linarith
```

## Which fillings admit a positive coefficient

For general \(b\ge0\),

\[ T-T_{\rm TF}=\frac{w\,b(2-b)}{2}. \]

A coefficient \(c>0\) with \(T_{\rm TF}+cG=T\) requires this difference to be positive, which means \(0<b<2\). Conversely, for such \(b\) the choice \(c=wb(2-b)/(2G)\) is positive and works. The two directions of the proof are these two arguments.

For orbital-free density-functional work, this non-interacting oscillator family is a case where a positive gradient coefficient fitted to the exact kinetic energy at a partly filled p shell makes the closed-shell kinetic energy worse, when the functional is evaluated on the exact density in both cases.

```lean
/-- For `w > 0` and `b ≥ 0`, some positive multiple of the integral of `|∇n|² / n` corrects
the Thomas-Fermi energy to the exact one if and only if the p shell is partly filled,
`0 < b < 2`. -/
theorem gradient_correction_iff {w b : ℝ} (hw : 0 < w) (hb : 0 ≤ b) :
    (∃ c > 0, thomasFermi (density w b) + c * gradientIntegral (density w b) = kinetic w b)
      ↔ 0 < b ∧ b < 2 := by
  have hW := (gradientIntegral_pos hw hb).2
  rw [thomasFermi_eq hw, kinetic_eq hw]
  constructor
  · rintro ⟨c, hc, h⟩
    have hcW := mul_pos hc hW
    have h1 : 0 < b * (2 - b) := (mul_pos_iff_of_pos_left hw).1 (by linarith)
    have hb0 : 0 < b := lt_of_le_of_ne hb (by rintro rfl; simp at h1)
    have h2 := (mul_pos_iff_of_pos_left hb0).1 h1
    exact ⟨hb0, by linarith⟩
  · rintro ⟨h0, h2⟩
    have h3 : 0 < 2 - b := by linarith
    refine ⟨w * (b * (2 - b)) / 2 / gradientIntegral (density w b), by positivity, ?_⟩
    rw [div_mul_cancel₀ _ hW.ne']
    ring

end

end PlanarOscillatorGas
```

```lean
#print axioms PlanarOscillatorGas.electron_number
-- 'PlanarOscillatorGas.electron_number' depends on axioms: [propext, Classical.choice, Quot.sound]
#print axioms PlanarOscillatorGas.six_electrons
-- 'PlanarOscillatorGas.six_electrons' depends on axioms: [propext, Classical.choice, Quot.sound]
#print axioms PlanarOscillatorGas.gradient_correction_iff
-- 'PlanarOscillatorGas.gradient_correction_iff' depends on axioms: [propext, Classical.choice, Quot.sound]
```
